# Casimir–Polder prefactors of C₆, C₈ and C₁₀ for two identical Drude oscillators

The declaration concerns the non-retarded dispersion coefficients of two identical Drude oscillators, in atomic units and with the interaction energy written as −C₆/R⁶ − C₈/R⁸ − C₁₀/R¹⁰ − …. The multipole polarizability of order l, normalised as the response of the moment Q_l0 in Racah normalisation, has the single excitation frequency l·w. Each coefficient is defined as a sum over ordered pairs of multipole orders. Each term is the factor (binomial coefficient)/(2π) multiplied by the integral of the product of the two polarizabilities at imaginary frequency iu over u from 0 to ∞. The theorem evaluates the prefactors: 3/π for C₆ (dipole–dipole), 15/π for C₈ (dipole–quadrupole), and for C₁₀ 28/π (dipole–octupole) and 35/π (quadrupole–quadrupole). It holds for all real values of the parameters, and takes the Casimir–Polder form as a definition instead of deriving it. The proof writes out each sum, uses the symmetry of the integrals to merge mirrored pairs, and puts in the numerical binomials.

The failing Lean file:

```lean
import Mathlib

open MeasureTheory Set Filter Topology
open scoped Nat

namespace DrudeDispersion

noncomputable section

/-- Static polarizability of multipole order `l = k + 1` of a Drude oscillator with dipole
polarizability `a` and squared length `s = ħ/(μω)`. -/
def staticPol (a s : ℝ) (k : ℕ) : ℝ := a * (2 * k + 1)‼ * (s / 2) ^ k / (k + 1)

/-- Polarizability of multipole order `l = k + 1` at imaginary frequency `iu`, with the single
excitation frequency `l w`. -/
def pol (a s w : ℝ) (k : ℕ) (u : ℝ) : ℝ :=
  staticPol a s k * (((k + 1) * w) ^ 2 / (((k + 1) * w) ^ 2 + u ^ 2))

/-- Casimir-Polder contribution of the multipole orders `i + 1` on one oscillator and `j + 1`
on the other. -/
def pairCoeff (a s w : ℝ) (i j : ℕ) : ℝ :=
  ((2 * (i + 1) + 2 * (j + 1)).choose (2 * (i + 1)) : ℝ) / (2 * Real.pi) *
    ∫ u in Ioi (0 : ℝ), pol a s w i u * pol a s w j u

/-- The dispersion coefficient `C_{2m+6}` of two identical Drude oscillators. -/
def dispersionCoeff (a s w : ℝ) (m : ℕ) : ℝ :=
  ∑ p ∈ Finset.HasAntidiagonal.antidiagonal m, pairCoeff a s w p.1 p.2

/-- The coefficients `C6`, `C8`, `C10` as frequency integrals with their usual prefactors. -/
theorem casimirPolder_prefactors (a s w : ℝ) :
    dispersionCoeff a s w 0 = 3 / Real.pi * ∫ u in Ioi (0 : ℝ), pol a s w 0 u * pol a s w 0 u ∧
    dispersionCoeff a s w 1 = 15 / Real.pi * ∫ u in Ioi (0 : ℝ), pol a s w 0 u * pol a s w 1 u ∧
    dispersionCoeff a s w 2 =
      28 / Real.pi * (∫ u in Ioi (0 : ℝ), pol a s w 0 u * pol a s w 2 u) +
      35 / Real.pi * ∫ u in Ioi (0 : ℝ), pol a s w 1 u * pol a s w 1 u := by
  have hc : ∀ i j : ℕ, ∫ u in Ioi (0 : ℝ), pol a s w i u * pol a s w j u =
      ∫ u in Ioi (0 : ℝ), pol a s w j u * pol a s w i u :=
    fun i j => integral_congr_ae (.of_forall fun u => mul_comm _ _)
  have hs : ∀ m, dispersionCoeff a s w m =
      ∑ k ∈ Finset.range (m + 1), pairCoeff a s w k (m - k) :=
    fun m => Finset.Nat.sum_antidiagonal_eq_sum_range_succ (pairCoeff a s w) m
  have h0 : dispersionCoeff a s w 0 = pairCoeff a s w 0 0 := by
    rw [hs]; simp
  have h1 : dispersionCoeff a s w 1 = pairCoeff a s w 0 1 + pairCoeff a s w 1 0 := by
    rw [hs]; simp [Finset.sum_range_succ]
  have h2 : dispersionCoeff a s w 2 =
      pairCoeff a s w 0 2 + pairCoeff a s w 1 1 + pairCoeff a s w 2 0 := by
    rw [hs]; simp [Finset.sum_range_succ]
  refine ⟨?_, ?_, ?_⟩
  · rw [h0, pairCoeff, show (2 * (0 + 1) + 2 * (0 + 1)).choose (2 * (0 + 1)) = 6 from rfl]
    push_cast; ring
  · rw [h1, pairCoeff, pairCoeff, hc 1 0,
      show (2 * (0 + 1) + 2 * (1 + 1)).choose (2 * (0 + 1)) = 15 from rfl,
      show (2 * (1 + 1) + 2 * (0 + 1)).choose (2 * (1 + 1)) = 15 from rfl]
    push_cast; ring
  · rw [h2, pairCoeff, pairCoeff, pairCoeff, hc 2 0,
      show (2 * (0 + 1) + 2 * (2 + 1)).choose (2 * (0 + 1)) = 28 from rfl,
      show (2 * (1 + 1) + 2 * (1 + 1)).choose (2 * (1 + 1)) = 70 from rfl,
      show (2 * (2 + 1) + 2 * (0 + 1)).choose (2 * (2 + 1)) = 28 from rfl]
    push_cast; ring

end

end DrudeDispersion
```

The compiler's answer:

```
Main.lean:50:23: error: Invalid rewrite argument: The pattern to be substituted is a metavariable (`?m.297`) in this equality
  ?m.297 = 6
Main.lean:53:6: error: Invalid rewrite argument: The pattern to be substituted is a metavariable (`?m.325`) in this equality
  ?m.325 = 15
Main.lean:57:6: error: Invalid rewrite argument: The pattern to be substituted is a metavariable (`?m.359`) in this equality
  ?m.359 = 28
```

Diagnosis. All three messages report the same fault: the left side of the equation given to `rw` is still a metavariable, so there is no pattern to search for. In `(2 * (0 + 1) + 2 * (0 + 1)).choose`, Lean must know the type of the bracketed expression before it can tell which `choose` is meant. The expression holds only numerals, which become natural numbers only by default, and that default had not yet been applied when `rw` inspected the equation. The same notation works in `pairCoeff` because there `i` and `j` are declared to be in `ℕ`.

The repair writes `Nat.choose` in full. This names the function at once and fixes its arguments as natural numbers, so `rw` receives a definite left side. Lean reports only the first such equation in each `rw`, but the later ones have the same form and are changed for the same reason. The binomial values themselves were right and stay as they were.

The change, after which it compiles:

```diff
@@ -48,14 +48,14 @@
     rw [hs]; simp [Finset.sum_range_succ]
   refine ⟨?_, ?_, ?_⟩
-  · rw [h0, pairCoeff, show (2 * (0 + 1) + 2 * (0 + 1)).choose (2 * (0 + 1)) = 6 from rfl]
+  · rw [h0, pairCoeff, show Nat.choose (2 * (0 + 1) + 2 * (0 + 1)) (2 * (0 + 1)) = 6 from rfl]
     push_cast; ring
   · rw [h1, pairCoeff, pairCoeff, hc 1 0,
-      show (2 * (0 + 1) + 2 * (1 + 1)).choose (2 * (0 + 1)) = 15 from rfl,
-      show (2 * (1 + 1) + 2 * (0 + 1)).choose (2 * (1 + 1)) = 15 from rfl]
+      show Nat.choose (2 * (0 + 1) + 2 * (1 + 1)) (2 * (0 + 1)) = 15 from rfl,
+      show Nat.choose (2 * (1 + 1) + 2 * (0 + 1)) (2 * (1 + 1)) = 15 from rfl]
     push_cast; ring
   · rw [h2, pairCoeff, pairCoeff, pairCoeff, hc 2 0,
-      show (2 * (0 + 1) + 2 * (2 + 1)).choose (2 * (0 + 1)) = 28 from rfl,
-      show (2 * (1 + 1) + 2 * (1 + 1)).choose (2 * (1 + 1)) = 70 from rfl,
-      show (2 * (2 + 1) + 2 * (0 + 1)).choose (2 * (2 + 1)) = 28 from rfl]
+      show Nat.choose (2 * (0 + 1) + 2 * (2 + 1)) (2 * (0 + 1)) = 28 from rfl,
+      show Nat.choose (2 * (1 + 1) + 2 * (1 + 1)) (2 * (1 + 1)) = 70 from rfl,
+      show Nat.choose (2 * (2 + 1) + 2 * (0 + 1)) (2 * (2 + 1)) = 28 from rfl]
     push_cast; ring
 
```
